# Cutting off the hopping $e^{-r}$ at $r=c$ raises the lower level of a dimer with site energies $\pm d$, $d\ge 0$, by $\sqrt{d^2+e^{-2c}}-d$

A sparse tight-binding Hamiltonian is often built from a neighbour list: the code computes the distance $r$ between two sites, stores the hopping if $r$ is below a cutoff $c$, and otherwise stores nothing. When two atoms move apart through $r=c$, a matrix element disappears from one step to the next, and the energy levels respond with a step of their own. For an isolated pair of sites with one orbital each and no electron interaction, the size of that step is known in closed form.

## The size of the step

Let the two sites have energies $d$ and $-d$ with $d\ge 0$, so that $d$ is half the difference of the site energies and not a distance. Let the hopping be $e^{-r}$ for $r<c$ and zero for $r\ge c$. Energies are measured in units of the hopping prefactor and lengths in units of its decay length. At the cutoff the lower level jumps upward by

$$J=\sqrt{d^2+e^{-2c}}-d>0 .$$

The size depends strongly on whether the sites are equivalent:

- For $d=0$, $J=e^{-c}$, which is the neglected hopping itself.
- For $d>0$, $\dfrac{e^{-2c}}{2d}-\dfrac{e^{-4c}}{8d^3}\le J\le\dfrac{e^{-2c}}{2d}$, so the jump is at most of second order in the neglected hopping.

For a tolerance $\varepsilon>0$ on the jump (here $\varepsilon$ is not a site energy),

$$J\le\varepsilon\quad\Longleftrightarrow\quad c\ge-\tfrac12\log\bigl(\varepsilon(\varepsilon+2d)\bigr).$$

## Energy conservation and the choice of cutoff

Consider a molecular dynamics run of this dimer with one electron in the lower level. The forces are derivatives of the energy on either side of the cutoff, and neither side knows about the step. When the pair crosses $r=c$ outward, the potential energy rises by $J$ with no matching loss of kinetic energy, so the total energy rises by $J$. An inward crossing lowers it by the same amount. A smaller time step does not remove this error, because it belongs to the energy function and not to the integrator.

The tolerance condition turns an acceptable step into a cutoff. With $\varepsilon=10^{-3}$, equivalent sites need a cutoff of about $6.91$, while $d=1/2$ needs only about $3.45$. A cutoff chosen by looking at a pair of unlike atoms can therefore be too short for a pair of like atoms with the same hopping.

For a two-site input with this hopping, a scan of the lower level across $r=c$ should show a step whose height approaches $J$, up to rounding, as the spacing of the scan is reduced. If it doesn't, the code may be smoothing the hopping, or using a different cutoff from the one in the input.

## From the secular equation to the cutoff

For a hopping $t$ the Hamiltonian is

$$H=\begin{pmatrix} d & t\\ t & -d\end{pmatrix}.$$

A number $E$ is a level if $Hv=Ev$ has a solution $v\neq 0$. In components,

$$(d-E)v_0+t\,v_1=0,\qquad t\,v_0+(-d-E)v_1=0 .$$

This homogeneous system has a nonzero solution exactly when its determinant vanishes:

$$(d-E)(-d-E)-t^2=E^2-d^2-t^2=0 .$$

Hence $E=\pm\sqrt{d^2+t^2}$, and the lower level is $-\sqrt{d^2+t^2}$.

Inside the cutoff $t=e^{-r}$ and $t^2=e^{-2r}$, so the lower level is $-\sqrt{d^2+e^{-2r}}$. From the cutoff on $t=0$, and the lower level is $-\sqrt{d^2}=-d$, because $d\ge 0$. The inner expression is continuous in $r$, so its limit as $r$ approaches $c$ from below is $-\sqrt{d^2+e^{-2c}}$. The value at $c$ minus this limit is

$$J=-d-\Bigl(-\sqrt{d^2+e^{-2c}}\Bigr)=\sqrt{d^2+e^{-2c}}-d .$$

It is positive because $e^{-2c}>0$ makes the root larger than $d$.

For the bounds, write $(J+d)^2=d^2+e^{-2c}$ and expand:

$$J^2+2dJ=e^{-2c}.$$

Let $d>0$. Dropping $J^2\ge 0$ gives $2dJ\le e^{-2c}$, which is the upper bound. Since $J>0$, squaring the upper bound gives $J^2\le e^{-4c}/(4d^2)$, and therefore

$$J=\frac{e^{-2c}-J^2}{2d}\ge\frac{e^{-2c}}{2d}-\frac{e^{-4c}}{8d^3}.$$

For the tolerance, $J\le\varepsilon$ means $\sqrt{d^2+e^{-2c}}\le d+\varepsilon$. Both sides are nonnegative, so squaring gives an equivalent condition, $e^{-2c}\le\varepsilon^2+2d\varepsilon=\varepsilon(\varepsilon+2d)$. Taking logarithms and dividing by $-2$ gives the stated condition on $c$.

### The limit of equivalent sites

At $d=0$ the root becomes $\sqrt{e^{-2c}}=e^{-c}$, and the required cutoff becomes $c\ge-\log\varepsilon$. The upper bound $e^{-2c}/(2d)$ is of no help near this limit, since it grows without bound as $d\to 0$ while $J$ stays at or below $e^{-c}$. The relevant comparison is between $d$ and the neglected hopping. For $e^{-c}\ll d$ the jump is close to $e^{-2c}/(2d)$; for $d\ll e^{-c}$ it is close to $e^{-c}$. Two sites that are almost equivalent thus behave like equivalent ones until the cutoff is long enough to resolve their difference.

## The Lean file

```lean
import Mathlib

open Filter Topology Matrix

namespace DimerHoppingCutoff

noncomputable section

/-- The Hamiltonian of a dimer with site energies `d` and `-d` and hopping `t`. -/
def dimer (d t : ℝ) : Matrix (Fin 2) (Fin 2) ℝ := !![d, t; t, -d]

/-- The hopping `exp (-r)` at distance `r`, set to zero from the cutoff `c` on. -/
def hopping (c r : ℝ) : ℝ := if r < c then Real.exp (-r) else 0

/-- The energy levels of a real two-site Hamiltonian: the numbers `E` for which
`H v = E v` has a nonzero solution `v`. -/
def levels (H : Matrix (Fin 2) (Fin 2) ℝ) : Set ℝ :=
  {E | ∃ v : Fin 2 → ℝ, v ≠ 0 ∧ H *ᵥ v = E • v}

/-- The lower level of the dimer at distance `r` when the hopping is cut off at `c`. -/
def lowerLevel (d c r : ℝ) : ℝ := sInf (levels (dimer d (hopping c r)))

/-- The jump of the lower level at the cutoff: its value at `r = c` minus its limit
as `r` approaches `c` from below. -/
def levelJump (d c : ℝ) : ℝ :=
  lowerLevel d c c - limUnder (𝓝[<] c) (lowerLevel d c)

/-- The secular equation of the dimer: `E` is a level exactly when `E² = d² + t²`. -/
theorem mem_levels_iff (d t E : ℝ) :
    E ∈ levels (dimer d t) ↔ E ^ 2 = d ^ 2 + t ^ 2 := by
  -- the eigenvalue equation is a homogeneous linear system
  have h : ∀ v : Fin 2 → ℝ, dimer d t *ᵥ v = E • v ↔
      !![d - E, t; t, -d - E] *ᵥ v = 0 := by
    intro v
    have hM : !![d - E, t; t, -d - E] *ᵥ v = dimer d t *ᵥ v - E • v := by
      ext i
      fin_cases i <;>
        simp [dimer, Matrix.mulVec, dotProduct, Fin.sum_univ_succ] <;> ring
    rw [hM, sub_eq_zero]
  -- it has a nonzero solution exactly when its determinant vanishes
  constructor
  · rintro ⟨v, hv, he⟩
    have h0 := Matrix.exists_mulVec_eq_zero_iff.mp ⟨v, hv, (h v).mp he⟩
    rw [Matrix.det_fin_two_of] at h0
    linear_combination h0
  · intro hE
    have h0 : (!![d - E, t; t, -d - E]).det = 0 := by
      rw [Matrix.det_fin_two_of]
      linear_combination hE
    obtain ⟨v, hv, hz⟩ := Matrix.exists_mulVec_eq_zero_iff.mpr h0
    exact ⟨v, hv, (h v).mpr hz⟩

/-- The lowest level of the dimer is `-√(d² + t²)`. -/
theorem isLeast_levels (d t : ℝ) :
    IsLeast (levels (dimer d t)) (-√(d ^ 2 + t ^ 2)) := by
  constructor
  · rw [mem_levels_iff, neg_sq, Real.sq_sqrt (by positivity)]
  · intro E hE
    rw [← (mem_levels_iff d t E).1 hE, Real.sqrt_sq_eq_abs]
    exact neg_abs_le E

/-- Inside the cutoff the lower level is `-√(d² + exp (-2r))`. -/
theorem lowerLevel_of_lt (d : ℝ) {c r : ℝ} (h : r < c) :
    lowerLevel d c r = -√(d ^ 2 + Real.exp (-2 * r)) := by
  have he : Real.exp (-r) ^ 2 = Real.exp (-2 * r) := by
    rw [sq, ← Real.exp_add]
    congr 1
    ring
  unfold lowerLevel hopping
  rw [if_pos h, (isLeast_levels _ _).csInf_eq, he]

/-- From the cutoff on, the lower level is the bare site energy `-d`, for `d ≥ 0`. -/
theorem lowerLevel_of_ge {d c r : ℝ} (hd : 0 ≤ d) (h : c ≤ r) :
    lowerLevel d c r = -d := by
  unfold lowerLevel hopping
  rw [if_neg (not_lt_of_ge h), (isLeast_levels _ _).csInf_eq]
  have h0 : d ^ 2 + (0 : ℝ) ^ 2 = d ^ 2 := by ring
  rw [h0, Real.sqrt_sq hd]

/-- As `r` approaches the cutoff from below, the lower level tends to
`-√(d² + exp (-2c))`. -/
theorem tendsto_lowerLevel (d c : ℝ) :
    Tendsto (lowerLevel d c) (𝓝[<] c) (𝓝 (-√(d ^ 2 + Real.exp (-2 * c)))) := by
  have hin : Continuous (fun r : ℝ => d ^ 2 + Real.exp (-2 * r)) := by fun_prop
  have hcont : Continuous (fun r : ℝ => -√(d ^ 2 + Real.exp (-2 * r))) := hin.sqrt.neg
  refine ((hcont.tendsto c).mono_left nhdsWithin_le_nhds).congr' ?_
  filter_upwards [self_mem_nhdsWithin] with r hr
  exact (lowerLevel_of_lt d hr).symm

/-- For `d ≥ 0` the lower level jumps at the cutoff by `√(d² + exp (-2c)) - d`,
and the jump is upward. -/
theorem levelJump_eq {d : ℝ} (hd : 0 ≤ d) (c : ℝ) :
    levelJump d c = √(d ^ 2 + Real.exp (-2 * c)) - d ∧ 0 < levelJump d c := by
  have hJ : levelJump d c = √(d ^ 2 + Real.exp (-2 * c)) - d := by
    unfold levelJump
    rw [(tendsto_lowerLevel d c).limUnder_eq, lowerLevel_of_ge hd le_rfl]
    ring
  refine ⟨hJ, ?_⟩
  rw [hJ, sub_pos, Real.lt_sqrt hd]
  linarith [Real.exp_pos (-2 * c)]

/-- For equal site energies, `d = 0`, the jump equals the neglected hopping `exp (-c)`. -/
theorem levelJump_zero (c : ℝ) : levelJump 0 c = Real.exp (-c) := by
  have he : (0 : ℝ) ^ 2 + Real.exp (-2 * c) = Real.exp (-c) ^ 2 := by
    rw [sq (Real.exp (-c)), ← Real.exp_add]
    ring_nf
  rw [(levelJump_eq le_rfl c).1, he, Real.sqrt_sq (Real.exp_pos _).le, sub_zero]

/-- For `d > 0` the jump is at most `exp (-2c) / (2d)`, and it falls short of this
bound by at most `exp (-4c) / (8d³)`. -/
theorem levelJump_bounds {d : ℝ} (hd : 0 < d) (c : ℝ) :
    levelJump d c ≤ Real.exp (-2 * c) / (2 * d) ∧
      Real.exp (-2 * c) / (2 * d) - Real.exp (-4 * c) / (8 * d ^ 3) ≤ levelJump d c := by
  obtain ⟨hJ, hpos⟩ := levelJump_eq hd.le c
  -- the jump solves a quadratic equation
  have hq : levelJump d c ^ 2 + 2 * d * levelJump d c = Real.exp (-2 * c) := by
    have hs : √(d ^ 2 + Real.exp (-2 * c)) ^ 2 = d ^ 2 + Real.exp (-2 * c) :=
      Real.sq_sqrt (by positivity)
    rw [hJ]
    linear_combination hs
  have hup : levelJump d c ≤ Real.exp (-2 * c) / (2 * d) := by
    rw [le_div_iff₀ (by positivity)]
    nlinarith [sq_nonneg (levelJump d c)]
  refine ⟨hup, ?_⟩
  -- the upper bound, put back into the quadratic term, gives the lower bound
  have hsq : levelJump d c ^ 2 ≤ (Real.exp (-2 * c) / (2 * d)) ^ 2 :=
    pow_le_pow_left₀ hpos.le hup 2
  have he : Real.exp (-4 * c) = Real.exp (-2 * c) ^ 2 := by
    rw [sq, ← Real.exp_add]
    congr 1
    ring
  have hrw : Real.exp (-2 * c) / (2 * d) - Real.exp (-2 * c) ^ 2 / (8 * d ^ 3) =
      (Real.exp (-2 * c) - (Real.exp (-2 * c) / (2 * d)) ^ 2) / (2 * d) := by
    ring
  rw [he, hrw, div_le_iff₀ (by positivity)]
  linarith

/-- For `d ≥ 0` and a tolerance `ε > 0`, the jump is at most `ε` exactly when the
cutoff is at least `-log (ε (ε + 2d)) / 2`. -/
theorem levelJump_le_iff {d ε : ℝ} (hd : 0 ≤ d) (hε : 0 < ε) (c : ℝ) :
    levelJump d c ≤ ε ↔ -Real.log (ε * (ε + 2 * d)) / 2 ≤ c := by
  have hp : 0 < ε * (ε + 2 * d) := by positivity
  have hlog : -2 * c ≤ Real.log (ε * (ε + 2 * d)) ↔
      Real.exp (-2 * c) ≤ ε * (ε + 2 * d) := Real.le_log_iff_exp_le hp
  rw [(levelJump_eq hd c).1, sub_le_iff_le_add]
  constructor
  · intro h
    have h1 := (Real.sqrt_le_iff.1 h).2
    have h2 := hlog.2 (by nlinarith)
    linarith
  · intro h
    have h1 := hlog.1 (by linarith)
    exact Real.sqrt_le_iff.2 ⟨by positivity, by nlinarith⟩

end

end DimerHoppingCutoff
```

```lean
#print axioms DimerHoppingCutoff.lowerLevel_of_ge
-- 'DimerHoppingCutoff.lowerLevel_of_ge' depends on axioms: [propext, Classical.choice, Quot.sound]
#print axioms DimerHoppingCutoff.levelJump_zero
-- 'DimerHoppingCutoff.levelJump_zero' depends on axioms: [propext, Classical.choice, Quot.sound]
#print axioms DimerHoppingCutoff.levelJump_bounds
-- 'DimerHoppingCutoff.levelJump_bounds' depends on axioms: [propext, Classical.choice, Quot.sound]
#print axioms DimerHoppingCutoff.levelJump_le_iff
-- 'DimerHoppingCutoff.levelJump_le_iff' depends on axioms: [propext, Classical.choice, Quot.sound]
```

## How the definitions describe the dimer

`dimer d t` is the matrix $H$ above, and `hopping c r` is the truncated hopping. The comparison in it is strict, so a pair at exactly $r=c$ is already uncoupled. A code that keeps the hopping at $r=c$ has a step of the same height, but it lies between the value at $c$ and the limit from above, where `levelJump` would not see it.

`levels H` is the set of real numbers $E$ for which `H *ᵥ v = E • v` has a nonzero solution. The vectors need not be normalised. `lowerLevel d c r` is the infimum of that set for the truncated dimer, and `isLeast_levels` shows that the infimum is itself a level.

`levelJump d c` is the value of the lower level at $c$ minus its limit from below, written with `limUnder (𝓝[<] c)`. The formula for $J$ is thus a theorem and not the definition. Since `limUnder` returns some number even where no limit exists, `tendsto_lowerLevel` is needed to establish that this limit does.

The main results are read as follows:

- `levelJump_eq`: for $d\ge 0$ and every real $c$, the jump equals $\sqrt{d^2+e^{-2c}}-d$ and is positive.
- `levelJump_zero`: for $d=0$ the jump is $e^{-c}$.
- `levelJump_bounds`: for $d>0$ the two-sided estimate holds.
- `levelJump_le_iff`: for $d\ge 0$ and $\varepsilon>0$, the condition on the cutoff is both necessary and sufficient.

The condition $d\ge 0$ only fixes which site is listed first. The variables `r` and `c` range over all real numbers, although only positive ones are distances. If $\varepsilon(\varepsilon+2d)\ge 1$, the threshold for $c$ is zero or negative, and every positive cutoff meets the tolerance.

## From the determinant to the jump in Lean

The step from eigenvectors to an algebraic equation rests on the Mathlib theorem `Matrix.exists_mulVec_eq_zero_iff`. For a square matrix $M$ over a field (or, more generally, an integral domain), it says that $Mv=0$ has a nonzero solution exactly when $\det M=0$. In `mem_levels_iff` the auxiliary statement `h` first moves $Ev$ to the left, which turns the eigenvalue equation into $(H-E)v=0$. The theorem is then used in both directions. From an eigenvector it yields a vanishing determinant, and from $E^2=d^2+t^2$ it yields an eigenvector without anyone having to write one down. An explicit vector such as $(t,\,E-d)$ would need a separate case, because it vanishes when $t=0$ and $E=d$. `Matrix.det_fin_two_of` expands the determinant, and `linear_combination` matches it with the secular equation.

`isLeast_levels` checks that $-\sqrt{d^2+t^2}$ satisfies the secular equation, and that any level $E$ obeys $-|E|\le E$ with $|E|=\sqrt{d^2+t^2}$. The lemmas `lowerLevel_of_lt` and `lowerLevel_of_ge` insert the two branches of the hopping.

In `tendsto_lowerLevel`, the inner formula is continuous on the whole line, so it has the expected limit at $c$. The lower level agrees with it for all $r<c$, and `congr'` transfers the limit. `levelJump_eq` subtracts this limit from the value at the cutoff and obtains positivity from `Real.lt_sqrt`.

In `levelJump_bounds`, `hq` is the quadratic equation for $J$, `hup` is the upper bound, and `hsq` is its square, which is put back into the equation to give the lower bound. `levelJump_le_iff` removes the root with `Real.sqrt_le_iff` and passes to the logarithm with `Real.le_log_iff_exp_le`.

## One pair, one sharp cutoff

The theorems fix the jump of a single level of a single pair, with an exponential hopping, fixed site energies and an orthonormal basis with one orbital per site. Within that model the value of $J$ is exact for every cutoff, and the tolerance condition gives the shortest cutoff that suffices.

The step to a production calculation that the hypotheses leave open is the one from an isolated pair to a large sparse Hamiltonian. There each pair is coupled to its surroundings, many pairs may cross the cutoff during a run, and the change in the total energy is not simply a sum of dimer jumps. The dimer formula need not give even the scale of that change: if two unlike sites are also linked through other atoms, removing their direct hopping can change the energy at first order in that hopping. The account of energy conservation given earlier is likewise an argument about how the model is used, with no dynamics formalised behind it.

A hopping that is brought smoothly to zero before $c$ is a different function of $r$, and its lower level has no jump. The theorems also concern real numbers, so they make no statement about the rounding of an eigenvalue solver, which can hide the step once $J$ is small enough.
